# Two linearly independent singlet ground states of the antiferromagnetic spin-1/2 Heisenberg tetrahedron

Take two spins 1/2, $\mathbf S_0$ and $\mathbf S_1$, in units with $\hbar=1$. Each has $\mathbf S_i\cdot\mathbf S_i=3/4$, so the total spin $\mathbf S=\mathbf S_0+\mathbf S_1$ satisfies

$$\mathbf S^2=\tfrac32+2\,\mathbf S_0\cdot\mathbf S_1,\qquad \mathbf S_0\cdot\mathbf S_1=\tfrac12\left(\mathbf S^2-\tfrac32\right)\ge-\tfrac34 .$$

The singlet reaches the bound because the total spin annihilates it. Four spins with equal antiferromagnetic couplings obey the same kind of identity, and a product of two singlets again reaches the bound. Four sites, however, can be paired in more than one way, and different pairings can give independent ground states.

This matters for the theorems of Marshall and of Lieb and Mattis. For the antiferromagnetic spin-1/2 Heisenberg model on a finite connected bipartite lattice with equal sublattices, they give a unique singlet ground state. The tetrahedron contains triangles, so it is not bipartite, and there uniqueness fails.

```lean
import Mathlib

open Matrix

namespace SpinTetrahedron

noncomputable section
```

## Four spins and their six bonds

A configuration $\sigma$ assigns 0 (up) or 1 (down) to each of the sites 0, 1, 2, 3. A state $\psi$ gives a complex amplitude to each of the 16 configurations and need not be normalised.

```lean
/-- States of four spins 1/2: an amplitude for each configuration (0 is up, 1 is down). -/
abbrev State := (Fin 4 → Fin 2) → ℂ
```

The matrices $M^a$ are half the Pauli matrices, with the axes $x,y,z$ numbered 0, 1, 2.

```lean
/-- The spin-1/2 matrices, half the Pauli matrices, for the axes x, y, z. -/
def spinMat : Fin 3 → Matrix (Fin 2) (Fin 2) ℂ :=
  ![!![0, 1/2; 1/2, 0], !![0, -Complex.I/2; Complex.I/2, 0], !![1/2, 0; 0, -1/2]]
```

Write $\sigma^{i\to s}$ for $\sigma$ with the value at site $i$ replaced by $s$; in Lean this is `Function.update σ i s`. A spin component acts on one site and leaves the others alone:

$$(S_i^a\psi)(\sigma)=\sum_s M^a_{\sigma_i s}\,\psi(\sigma^{i\to s}).$$

The two extra fields in the definition verify linearity.

```lean
/-- The component along axis `a` of the spin at site `i`. -/
def spin (a : Fin 3) (i : Fin 4) : Module.End ℂ State where
  toFun ψ σ := ∑ s, spinMat a (σ i) s * ψ (Function.update σ i s)
  map_add' φ ψ := by
    funext σ
    simp only [Fin.sum_univ_two, Pi.add_apply]
    ring
  map_smul' c ψ := by
    funext σ
    simp only [Fin.sum_univ_two, Pi.smul_apply, smul_eq_mul, RingHom.id_apply]
    ring
```

The coupling of two sites is $\mathbf S_i\cdot\mathbf S_j=\sum_a S_i^aS_j^a$.

```lean
/-- The Heisenberg coupling `S_i · S_j`. -/
def bond (i j : Fin 4) : Module.End ℂ State := ∑ a, spin a i * spin a j
```

The total spin has components $S^a=\sum_i S_i^a$,

```lean
/-- The component along axis `a` of the total spin. -/
def totalSpin (a : Fin 3) : Module.End ℂ State := ∑ i, spin a i
```

and its square is $\mathbf S^2=\sum_a S^aS^a$.

```lean
/-- The square `S²` of the total spin. -/
def totalSpinSq : Module.End ℂ State := ∑ a, totalSpin a * totalSpin a
```

The Hamiltonian $H$ is the sum of $\mathbf S_i\cdot\mathbf S_j$ over the six pairs $i<j$. The exchange constant is set to $+1$, which is antiferromagnetic and fixes the energy unit. There is no field or anisotropy.

```lean
/-- The Heisenberg Hamiltonian on the six bonds of the tetrahedron. -/
def heisenberg : Module.End ℂ State :=
  bond 0 1 + bond 0 2 + bond 0 3 + bond 1 2 + bond 1 3 + bond 2 3
```

For a pair of spins, let $\varepsilon_{01}=1$, $\varepsilon_{10}=-1$ and $\varepsilon_{00}=\varepsilon_{11}=0$. The normalised singlet is $\varepsilon/\sqrt2$.

```lean
/-- The antisymmetric amplitude of two spins (not normalised). -/
def singlet : Matrix (Fin 2) (Fin 2) ℂ := !![0, 1; -1, 0]
```

A covering puts a singlet on each of two bonds:

$$c_{ij|kl}(\sigma)=\varepsilon_{\sigma_i\sigma_j}\,\varepsilon_{\sigma_k\sigma_l}.$$

When the four sites are distinct, its squared norm is 4, so the normalised state is $c_{ij|kl}/2$.

```lean
/-- The product of antisymmetric pair amplitudes on the bonds `ij` and `kl`. -/
def covering (i j k l : Fin 4) : State :=
  fun σ => singlet (σ i) (σ j) * singlet (σ k) (σ l)
```

## The Hamiltonian as a function of the total spin

Each $M^a$ squares to $1/4$, so the three axes together give $\mathbf S_i\cdot\mathbf S_i=3/4$. In the proof, `c` is this matrix identity by entries. Two successive changes at site $i$ reduce to the last one, and `r` writes $\psi(\sigma)$ as a sum over the possible values at that site.

```lean
/-- The square of a single spin 1/2 is 3/4. -/
theorem bond_self (i : Fin 4) : bond i i = (3/4 : ℂ) • 1 := by
  have c : ∀ x z : Fin 2, ∑ a, ∑ y, spinMat a x y * spinMat a y z
      = 3/4 * (if x = z then 1 else 0) := by
    intro x z
    fin_cases x <;> fin_cases z <;>
      simp [spinMat, Fin.sum_univ_three, Fin.sum_univ_two] <;>
      linear_combination (-(1/4 : ℂ)) * Complex.I_sq
  simp only [Fin.sum_univ_three, Fin.sum_univ_two] at c
  refine LinearMap.ext fun ψ => funext fun σ => ?_
  have r : ψ σ = (if σ i = 0 then 1 else 0) * ψ (Function.update σ i 0)
      + (if σ i = 1 then 1 else 0) * ψ (Function.update σ i 1) := by
    have e : ∀ t, σ i = t → Function.update σ i t = σ := by
      intro t ht
      rw [← ht, Function.update_eq_self]
    have h : ∀ x : Fin 2, x = 0 ∨ x = 1 := by decide
    rcases h (σ i) with h | h <;> simp [h, e _ h]
  simp only [bond, spin, Fin.sum_univ_three, Fin.sum_univ_two, LinearMap.add_apply,
    Module.End.mul_apply, LinearMap.coe_mk, AddHom.coe_mk, Pi.add_apply,
    Function.update_self, Function.update_idem, LinearMap.smul_apply,
    Module.End.one_apply, Pi.smul_apply, smul_eq_mul]
  linear_combination ψ (Function.update σ i 0) * c (σ i) 0
    + ψ (Function.update σ i 1) * c (σ i) 1 - 3/4 * r
```

For $i\ne j$ the two operators act on different indices,

$$(S_i^aS_j^a\psi)(\sigma)=\sum_{s,t}M^a_{\sigma_i s}M^a_{\sigma_j t}\,\psi(\sigma^{i\to s,\,j\to t}),$$

and the order of the changes is immaterial. Hence $\mathbf S_i\cdot\mathbf S_j=\mathbf S_j\cdot\mathbf S_i$.

```lean
/-- The coupling of two different sites does not depend on their order. -/
theorem bond_comm {i j : Fin 4} (h : i ≠ j) : bond i j = bond j i := by
  refine Finset.sum_congr rfl fun a _ => LinearMap.ext fun ψ => funext fun σ => ?_
  simp only [spin, Module.End.mul_apply, LinearMap.coe_mk, AddHom.coe_mk,
    Fin.sum_univ_two, Function.update_of_ne h, Function.update_of_ne h.symm,
    Function.update_comm h]
  ring
```

Expanding the square gives four single-site terms and every bond twice:

$$\mathbf S^2=\sum_{i,j}\mathbf S_i\cdot\mathbf S_j=4\cdot\tfrac34+2H,\qquad H=\tfrac12(\mathbf S^2-3).$$

The proof obtains the double sum as `hS`, inserts the two preceding lemmas and collects terms with `module`.

```lean
/-- The sum over the six bonds is `(S² - 3)/2`. -/
theorem heisenberg_eq : heisenberg = (1/2 : ℂ) • (totalSpinSq - (3 : ℂ) • 1) := by
  have hS : totalSpinSq = ∑ i, ∑ j, bond i j := by
    simp only [totalSpinSq, totalSpin, bond, Finset.sum_mul_sum]
    exact Finset.sum_comm.trans (Finset.sum_congr rfl fun i _ => Finset.sum_comm)
  -- four single-site terms, and every bond twice
  rw [hS]
  simp only [heisenberg, Fin.sum_univ_four, bond_self,
    bond_comm (show (1 : Fin 4) ≠ 0 by decide), bond_comm (show (2 : Fin 4) ≠ 0 by decide),
    bond_comm (show (3 : Fin 4) ≠ 0 by decide), bond_comm (show (2 : Fin 4) ≠ 1 by decide),
    bond_comm (show (3 : Fin 4) ≠ 1 by decide), bond_comm (show (3 : Fin 4) ≠ 2 by decide)]
  module
```

## The lower bound on the energy

Write $\langle\varphi,\psi\rangle=\sum_\sigma\overline{\varphi(\sigma)}\,\psi(\sigma)$, in Lean `star φ ⬝ᵥ ψ`. For one site,

$$\langle\varphi,S_i^a\psi\rangle=\sum_{\sigma,s}\overline{\varphi(\sigma)}\,M^a_{\sigma_i s}\,\psi(\sigma^{i\to s}).$$

Exchange the old and new values at site $i$ by the substitution $(\sigma,s)\mapsto(\sigma^{i\to s},\sigma_i)$, which is its own inverse. Since $M^a$ is Hermitian, the sum becomes $\langle S_i^a\varphi,\psi\rangle$. Adding the sites shows that $S^a$ is Hermitian. The substitution is `inv` in the proof.

```lean
/-- Each component of the total spin is Hermitian. -/
theorem totalSpin_symm (a : Fin 3) (φ ψ : State) :
    star φ ⬝ᵥ totalSpin a ψ = star (totalSpin a φ) ⬝ᵥ ψ := by
  have herm : ∀ s t, star (spinMat a s t) = spinMat a t s := by
    intro s t
    fin_cases a <;> fin_cases s <;> fin_cases t <;> simp [spinMat]
  simp only [totalSpin, LinearMap.sum_apply, star_sum, sum_dotProduct, dotProduct_sum]
  refine Finset.sum_congr rfl fun i _ => ?_
  simp only [dotProduct, spin, LinearMap.coe_mk, AddHom.coe_mk, Pi.star_apply, star_sum,
    star_mul', herm, Finset.mul_sum, Finset.sum_mul]
  rw [← Fintype.sum_prod_type', ← Fintype.sum_prod_type']
  -- exchange the old and the new value of the spin at site i
  have inv : Function.Involutive (fun p : (Fin 4 → Fin 2) × Fin 2 =>
      (Function.update p.1 i p.2, p.1 i)) := by
    intro p
    simp
  refine Fintype.sum_equiv inv.toPerm _ _ fun p => ?_
  simp only [Function.Involutive.coe_toPerm, Function.update_idem,
    Function.update_eq_self, Function.update_self]
  ring
```

Therefore $\langle\psi,\mathbf S^2\psi\rangle=\sum_a\|S^a\psi\|^2\ge0$, and

$$\langle\psi,H\psi\rangle=\tfrac12\sum_a\|S^a\psi\|^2-\tfrac32\|\psi\|^2\ge-\tfrac32\|\psi\|^2 .$$

Lean states this for real parts, because its inner product is a complex number. The steps `hn`, `hq` and `e` are the positivity of a squared norm, the positivity of $\langle\mathbf S^2\rangle$ and the energy formula.

```lean
/-- The energy expectation is at least `-3/2` times the squared norm of the state. -/
theorem energy_bound (ψ : State) :
    -(3/2) * (star ψ ⬝ᵥ ψ).re ≤ (star ψ ⬝ᵥ heisenberg ψ).re := by
  have hn : ∀ φ : State, 0 ≤ (star φ ⬝ᵥ φ).re := by
    intro φ
    simp only [dotProduct, Complex.re_sum, Pi.star_apply]
    refine Finset.sum_nonneg fun σ _ => ?_
    simp only [Complex.star_def, Complex.mul_re, Complex.conj_re, Complex.conj_im]
    nlinarith [mul_self_nonneg (φ σ).re, mul_self_nonneg (φ σ).im]
  -- the expectation of S² is a sum of squared norms
  have hq : 0 ≤ (star ψ ⬝ᵥ totalSpinSq ψ).re := by
    simp only [totalSpinSq, LinearMap.sum_apply, dotProduct_sum, Complex.re_sum]
    refine Finset.sum_nonneg fun a _ => ?_
    rw [Module.End.mul_apply, totalSpin_symm]
    exact hn _
  have e : star ψ ⬝ᵥ heisenberg ψ = ((1/2 : ℝ) : ℂ) * (star ψ ⬝ᵥ totalSpinSq ψ)
      - ((3/2 : ℝ) : ℂ) * (star ψ ⬝ᵥ ψ) := by
    rw [heisenberg_eq]
    simp only [LinearMap.smul_apply, LinearMap.sub_apply, Module.End.one_apply,
      dotProduct_smul, dotProduct_sub, smul_eq_mul]
    push_cast
    ring
  rw [e, Complex.sub_re, Complex.re_ofReal_mul, Complex.re_ofReal_mul]
  linarith
```

## Two coverings at the bound

The total spin of a pair annihilates its singlet if, for all $x,y$,

$$\sum_s\left(M^a_{xs}\varepsilon_{sy}+M^a_{ys}\varepsilon_{xs}\right)=0 .$$

For $x=y$ the two terms cancel because $\varepsilon$ is antisymmetric. For $x\neq y$ the sum is $(M^a_{00}+M^a_{11})\,\varepsilon_{xy}$, which vanishes because $M^a$ is traceless. This identity is `k`, checked entry by entry. In a covering, each pair contributes one such zero multiplied by the other pair's amplitude, so $S^a c_{01|23}=0$ and $S^a c_{02|13}=0$.

```lean
/-- The total spin annihilates the coverings 01|23 and 02|13. -/
theorem totalSpin_covering (a : Fin 3) : totalSpin a (covering 0 1 2 3) = 0 ∧
    totalSpin a (covering 0 2 1 3) = 0 := by
  have k : ∀ x y, spinMat a x 0 * singlet 0 y + spinMat a x 1 * singlet 1 y
      + (spinMat a y 0 * singlet x 0 + spinMat a y 1 * singlet x 1) = 0 := by
    intro x y
    fin_cases a <;> fin_cases x <;> fin_cases y <;> simp [spinMat, singlet] <;> ring
  constructor <;> funext σ <;>
    simp only [totalSpin, spin, LinearMap.add_apply, Pi.add_apply, LinearMap.coe_mk,
      AddHom.coe_mk, Fin.sum_univ_four, Fin.sum_univ_two,
      covering, Pi.zero_apply, Function.update_apply, Fin.reduceEq, reduceIte]
  · linear_combination singlet (σ 2) (σ 3) * k (σ 0) (σ 1)
      + singlet (σ 0) (σ 1) * k (σ 2) (σ 3)
  · linear_combination singlet (σ 1) (σ 3) * k (σ 0) (σ 2)
      + singlet (σ 0) (σ 2) * k (σ 1) (σ 3)
```

If every $S^a$ annihilates $\psi$, then $\mathbf S^2\psi=0$ and $H\psi=-\tfrac32\psi$. This is `hH`, and it applies to both coverings.

For independence, suppose $s\,c_{01|23}+t\,c_{02|13}=0$. At $\sigma=(0,1,0,1)$ the first covering has amplitude 1 and the second 0, so $s=0$. At $\sigma=(0,0,1,1)$ the amplitudes are 0 and 1, so $t=0$.

The final theorem joins four statements: the energy bound for every state, the eigenvalue equation for each of the two coverings, and their linear independence over $\mathbb C$. Independence also ensures that neither vector is zero, so both are genuine eigenvectors.

```lean
/-- On the tetrahedron no energy expectation lies below `-3/2` per unit squared norm, and two
linearly independent singlet coverings are eigenvectors at `-3/2`. -/
theorem tetrahedron_ground_state_not_unique :
    (∀ ψ : State, -(3/2) * (star ψ ⬝ᵥ ψ).re ≤ (star ψ ⬝ᵥ heisenberg ψ).re) ∧
    heisenberg (covering 0 1 2 3) = (-(3/2) : ℂ) • covering 0 1 2 3 ∧
    heisenberg (covering 0 2 1 3) = (-(3/2) : ℂ) • covering 0 2 1 3 ∧
    LinearIndependent ℂ ![covering 0 1 2 3, covering 0 2 1 3] := by
  have hH : ∀ ψ : State, (∀ a, totalSpin a ψ = 0) →
      heisenberg ψ = (-(3/2) : ℂ) • ψ := by
    intro ψ h
    have hq : totalSpinSq ψ = 0 := by
      simp [totalSpinSq, LinearMap.sum_apply, Module.End.mul_apply, h]
    rw [heisenberg_eq, LinearMap.smul_apply, LinearMap.sub_apply, hq,
      LinearMap.smul_apply, Module.End.one_apply]
    module
  refine ⟨energy_bound, hH _ fun a => (totalSpin_covering a).1,
    hH _ fun a => (totalSpin_covering a).2, ?_⟩
  -- each covering has a configuration on which the other vanishes
  rw [LinearIndependent.pair_iff]
  intro s t h
  have h1 := congrFun h ![0, 1, 0, 1]
  have h2 := congrFun h ![0, 0, 1, 1]
  simp [covering, singlet] at h1 h2
  exact ⟨h1, h2⟩

end

end SpinTetrahedron
```

The ground level is thus at least twofold degenerate; the theorem sets no upper limit on the degeneracy. Both states have total spin zero, so they are not partners in one spin multiplet. The result concerns a single four-site cluster with equal couplings and does not say that every non-bipartite cluster behaves in this way.

In exact diagonalisation of this isolated, equally coupled cluster, a solver may return any vector in the ground space. Its individual bond correlations then depend on that choice, although the energy does not: $\langle\mathbf S_0\cdot\mathbf S_1\rangle$ is $-3/4$ in the normalised covering $01|23$ and $0$ in $02|13$.

```lean
#print axioms SpinTetrahedron.tetrahedron_ground_state_not_unique
```

```
'SpinTetrahedron.tetrahedron_ground_state_not_unique' depends on axioms: [propext, Classical.choice, Quot.sound]
```
